# In odd dimension, the qudit phase gate diag(ω^(b(b−1)/2)) fixes Z and sends X to XZ

When I follow a Weyl operator $X^aZ^b$ through a qudit circuit and reach a phase gate, I replace $b$ by $a+b$, record a phase and move on. The rule rests on $SZS^\dagger=Z$ and $SXS^\dagger=XZ$. Here $d\ge 3$ is odd, $\omega=e^{2\pi i/d}$, and the basis states $e_b$ are labelled by $b\in\mathbb Z/d$, with $Xe_b=e_{b+1}$, $Ze_b=\omega^b e_b$ and $Se_b=\omega^{b(b-1)/2}e_b$. The exponent contains a division by 2 while the labels wrap around modulo $d$. Can someone show rigorously, with a machine-checked proof, that $S$ is well defined and unitary, that $S^d=1$, and that both relations hold?

## Moving S through a power of X

Yes. Write $\binom n2=n(n-1)/2$ for natural $n$. Expanding the product gives

$$\binom{n+m}{2}=\binom n2+\binom m2+nm .$$

**The phase is well defined exactly for odd $d$.** If $d=2k+1$, then $\binom d2=dk$, so $\binom{n+d}2=\binom n2+d(k+n)$, and $\omega^{\binom n2}$ has period $d$. Conversely, if the phase depends only on the class of $n$, comparing $n=d$ with $n=0$ gives $\omega^{\binom d2}=1$. Hence $d(d-1)/2=dc$ for some integer $c$, so $d-1=2c$ and $d$ is odd.

**Unitarity and order.** $S$ is diagonal with entries of modulus 1, so $SS^\dagger=1$. The entries of $S^d$ are $(\omega^d)^{\binom b2}=1$. For $d\ge3$ the entry of $S$ at $b=2$ is $\omega$ itself, so no smaller positive power of $S$ is the identity.

**Conjugation.** For representatives $j$ and $a$,

$$SX^ae_j=\omega^{\binom{j+a}2}e_{j+a}=\omega^{\binom a2}\,\omega^{aj}\,\omega^{\binom j2}e_{j+a}=\omega^{\binom a2}X^aZ^aS\,e_j .$$

Periodicity is what permits the exponent $\binom{j+a}2$ when $j+a\ge d$. Since $S$ commutes with $Z$, multiplying on the right by $Z^bS^\dagger$ gives

$$SX^aZ^bS^\dagger=\omega^{\binom a2}X^aZ^{a+b}.$$

The cases $(a,b)=(0,1)$ and $(1,0)$ are the two relations you asked about.

For $d=3$, $S=\mathrm{diag}(1,1,\omega)$. Then $SXS^\dagger$ sends $e_0\mapsto e_1$, $e_1\mapsto\omega e_2$ and $e_2\mapsto\omega^{-1}e_0=\omega^2e_0$. These are the values of $XZe_b=\omega^be_{b+1}$.

Here is the complete Lean file.

```lean
import Mathlib

open Matrix

namespace QuditPhaseGate

noncomputable section

variable (d : ℕ) [NeZero d]

/-- The root of unity `exp (2 π i / d)`. -/
def ω : ℂ := Complex.exp (2 * Real.pi * Complex.I / d)

/-- The shift operator, sending the basis state `e_b` to `e_(b+1)`. -/
def shift : Matrix (ZMod d) (ZMod d) ℂ :=
  Matrix.of fun i j => if i = j + 1 then 1 else 0

/-- The clock operator, diagonal with entries `ω ^ b`. -/
def clock : Matrix (ZMod d) (ZMod d) ℂ :=
  Matrix.diagonal fun b => ω d ^ b.val

/-- The phase gate, diagonal with entries `ω ^ (b (b - 1) / 2)`; the exponent is written
as the binomial coefficient `b choose 2` of the representative `0 ≤ b < d`. -/
def phaseGate : Matrix (ZMod d) (ZMod d) ℂ :=
  Matrix.diagonal fun b => ω d ^ (b.val.choose 2)

/-- The number `ω` is a primitive `d`-th root of unity. -/
theorem omega_primitive : IsPrimitiveRoot (ω d) d :=
  Complex.isPrimitiveRoot_exp d (NeZero.ne d)

/-- The quadratic exponent of a sum is the sum of the exponents plus a cross term. -/
theorem choose_two_add (n m : ℕ) :
    (n + m).choose 2 = n.choose 2 + m.choose 2 + n * m := by
  have key (k : ℕ) : (k + 1).choose 2 = k + k.choose 2 :=
    (Nat.choose_succ_succ' k 1).trans (by simp [Nat.choose_one_right])
  induction m with
  | zero => simp
  | succ m ih =>
    have e : n + (m + 1) = (n + m) + 1 := rfl
    rw [e, key (n + m), ih, key m]
    ring

/-- The phase `ω ^ (n (n - 1) / 2)` depends only on the class of `n` modulo `d`
if and only if `d` is odd. -/
theorem phase_well_defined_iff :
    (∀ m n : ℕ, (m : ZMod d) = n → ω d ^ (m.choose 2) = ω d ^ (n.choose 2)) ↔ Odd d := by
  constructor
  · intro h
    -- compare the representatives d and 0 of the same class
    have h1 : ω d ^ (d.choose 2) = 1 := by
      have h0 := h d 0 (by simp)
      have hz : Nat.choose 0 2 = 0 := rfl
      rwa [hz, pow_zero] at h0
    obtain ⟨c, hc⟩ := (omega_primitive d).dvd_of_pow_eq_one _ h1
    have h2 : 2 * d.choose 2 = d * (d - 1) := by
      rw [Nat.choose_two_right]
      exact Nat.mul_div_cancel' (Nat.even_mul_pred_self d).two_dvd
    have hpos : 0 < d := Nat.pos_of_ne_zero (NeZero.ne d)
    have h3 : 2 * c = d - 1 := by
      apply Nat.eq_of_mul_eq_mul_left hpos
      rw [← h2, hc]
      ring
    exact ⟨c, by omega⟩
  · rintro ⟨k, hk⟩ m n hmn
    have hdk : d.choose 2 = d * k := by
      rw [Nat.choose_two_right, show d - 1 = 2 * k by omega,
        show d * (2 * k) = 2 * (d * k) by ring]
      exact Nat.mul_div_cancel_left _ two_pos
    -- for odd d the phase is periodic with period d
    have hper : Function.Periodic (fun n : ℕ => ω d ^ (n.choose 2)) d := by
      intro n
      change ω d ^ ((n + d).choose 2) = ω d ^ (n.choose 2)
      rw [choose_two_add, hdk,
        show n.choose 2 + d * k + n * d = n.choose 2 + d * (k + n) by ring,
        pow_add, pow_mul, (omega_primitive d).pow_eq_one, one_pow, mul_one]
    have hmod := (ZMod.natCast_eq_natCast_iff' m n d).1 hmn
    have hm := hper.map_mod_nat m
    have hn := hper.map_mod_nat n
    rw [hmod] at hm
    exact hm.symm.trans hn

/-- The `a`-th power of the shift sends `e_j` to `e_(j+a)`. -/
theorem shift_pow (a : ℕ) :
    shift d ^ a = Matrix.of fun i j => if i = j + (a : ZMod d) then 1 else 0 := by
  induction a with
  | zero => ext i j; simp [Matrix.one_apply]
  | succ a ih =>
    rw [pow_succ, ih]
    ext i j
    have e : j + 1 + (a : ZMod d) = j + ((a + 1 : ℕ) : ZMod d) := by
      push_cast
      ring
    simp only [shift, Matrix.mul_apply, Matrix.of_apply, mul_ite, mul_one, mul_zero,
      Finset.sum_ite_eq', Finset.mem_univ, if_true]
    rw [e]

/-- The phase gate is unitary. -/
theorem phaseGate_unitary : phaseGate d * (phaseGate d)ᴴ = 1 := by
  have hw : ‖ω d‖ = 1 :=
    Complex.norm_eq_one_of_pow_eq_one (omega_primitive d).pow_eq_one (NeZero.ne d)
  rw [phaseGate, Matrix.diagonal_conjTranspose, Matrix.diagonal_mul_diagonal,
    ← Matrix.diagonal_one]
  congr 1
  funext b
  change ω d ^ (b.val.choose 2) * (starRingEnd ℂ) (ω d ^ (b.val.choose 2)) = 1
  rw [Complex.mul_conj, Complex.normSq_eq_norm_sq, norm_pow, hw]
  simp

/-- For `d ≥ 3` a power `S ^ k` of the phase gate is the identity exactly when `d`
divides `k`. -/
theorem phaseGate_pow_eq_one_iff (hd : 3 ≤ d) (k : ℕ) : phaseGate d ^ k = 1 ↔ d ∣ k := by
  rw [phaseGate, Matrix.diagonal_pow]
  constructor
  · intro h
    -- the diagonal entry at b = 2 is ω itself
    have hv : ((2 : ℕ) : ZMod d).val = 2 := ZMod.val_natCast_of_lt (by omega)
    have h2 := congrFun (congrFun h ((2 : ℕ) : ZMod d)) ((2 : ℕ) : ZMod d)
    simp only [Matrix.diagonal_apply_eq, Matrix.one_apply_eq, Pi.pow_apply, hv,
      Nat.choose_self, pow_one] at h2
    exact (omega_primitive d).dvd_of_pow_eq_one k h2
  · intro h
    rw [← Matrix.diagonal_one]
    congr 1
    funext b
    simp only [Pi.pow_apply]
    rw [← pow_mul, mul_comm, pow_mul, ((omega_primitive d).pow_eq_one_iff_dvd k).2 h, one_pow]

/-- For odd `d`, conjugation by the phase gate sends each product `X ^ a Z ^ b` to
`X ^ a Z ^ (a + b)` times the phase `ω ^ (a (a - 1) / 2)`. -/
theorem phaseGate_conj_weyl (hd : Odd d) (a b : ℕ) :
    phaseGate d * (shift d ^ a * clock d ^ b) * (phaseGate d)ᴴ
      = ω d ^ (a.choose 2) • (shift d ^ a * clock d ^ (a + b)) := by
  -- moving S through X ^ a produces Z ^ a and a phase
  have hs : phaseGate d * shift d ^ a
      = ω d ^ (a.choose 2) • (shift d ^ a * (clock d ^ a * phaseGate d)) := by
    rw [shift_pow, clock, phaseGate, Matrix.diagonal_pow, Matrix.diagonal_mul_diagonal]
    ext i j
    simp only [Matrix.diagonal_mul, Matrix.smul_apply, Matrix.mul_diagonal, smul_eq_mul,
      Matrix.of_apply, Pi.pow_apply]
    by_cases h : i = j + (a : ZMod d)
    · have hp := (phase_well_defined_iff d).2 hd i.val (j.val + a) (by
        rw [Nat.cast_add, ZMod.natCast_zmod_val, ZMod.natCast_zmod_val, h])
      rw [if_pos h, hp, choose_two_add]
      ring
    · rw [if_neg h]
      ring
  -- diagonal operators commute
  have hc : Commute (phaseGate d) (clock d) := by
    change phaseGate d * clock d = clock d * phaseGate d
    rw [phaseGate, clock, Matrix.diagonal_mul_diagonal, Matrix.diagonal_mul_diagonal]
    congr 1
    funext x
    ring
  rw [← mul_assoc (phaseGate d), hs, smul_mul_assoc, smul_mul_assoc]
  congr 1
  calc shift d ^ a * (clock d ^ a * phaseGate d) * clock d ^ b * (phaseGate d)ᴴ
      = shift d ^ a * clock d ^ a * (phaseGate d * clock d ^ b) * (phaseGate d)ᴴ := by
        simp only [mul_assoc]
    _ = shift d ^ a * clock d ^ a * (clock d ^ b * phaseGate d) * (phaseGate d)ᴴ := by
        rw [(hc.pow_right b).eq]
    _ = shift d ^ a * (clock d ^ a * clock d ^ b) * (phaseGate d * (phaseGate d)ᴴ) := by
        simp only [mul_assoc]
    _ = shift d ^ a * clock d ^ (a + b) := by
        rw [phaseGate_unitary, mul_one, pow_add]

/-- For odd `d ≥ 3` the phase gate `S` is unitary, satisfies `S ^ d = 1`, fixes the clock
operator `Z` under conjugation, and sends the shift `X` to `X Z`. -/
theorem phaseGate_clifford (hd : Odd d) (h3 : 3 ≤ d) :
    phaseGate d ∈ Matrix.unitaryGroup (ZMod d) ℂ ∧
    phaseGate d ^ d = 1 ∧
    phaseGate d * clock d * (phaseGate d)ᴴ = clock d ∧
    phaseGate d * shift d * (phaseGate d)ᴴ = shift d * clock d := by
  have c0 : Nat.choose 0 2 = 0 := rfl
  have c1 : Nat.choose 1 2 = 0 := rfl
  refine ⟨Matrix.mem_unitaryGroup_iff.2 (phaseGate_unitary d),
    (phaseGate_pow_eq_one_iff d h3 d).2 dvd_rfl, ?_, ?_⟩
  · have h := phaseGate_conj_weyl d hd 0 1
    rwa [c0, pow_zero, pow_zero, one_smul, one_mul, pow_one] at h
  · have h := phaseGate_conj_weyl d hd 1 0
    rwa [c1, pow_zero, pow_zero, one_smul, mul_one, add_zero, pow_one, pow_one] at h

end

end QuditPhaseGate
```

```lean
#print axioms QuditPhaseGate.phaseGate_clifford
-- 'QuditPhaseGate.phaseGate_clifford' depends on axioms: [propext, Classical.choice, Quot.sound]
```

## What the theorems say about the gate

Operators are complex matrices indexed by `ZMod d`, and `ᴴ` is the adjoint. `shift`, `clock` and `phaseGate` are $X$, $Z$ and $S$. The entry of `shift` in row `i` and column `j` is 1 when `i = j + 1`, so columns are inputs. The gate's exponent is `b.val.choose 2`, where `b.val` is the representative between 0 and $d-1$.

That choice defines a matrix for every positive $d$. Independence of the representative is therefore a separate statement, `phase_well_defined_iff`, and it holds exactly for odd $d$. `phaseGate_clifford` collects the four properties for odd $d\ge3$, while `phaseGate_conj_weyl` gives the general rule for natural exponents $a$ and $b$. This justifies the update for one phase gate on a single qudit of odd dimension, as used in stabiliser simulation; even dimensions, multi-qudit gates and generation of the Clifford group are not treated.

The exponent could also be modelled inside $\mathbb Z/d$ as $2^{-1}b(b-1)$. For odd $d$ this gives the same gate and makes independence of the representative automatic, but for even $d$ the element 2 has no inverse, so the failure there could no longer be stated as a property of the same formula.

## How the proof follows the calculation

`choose_two_add` proves the binomial identity by induction on `m`. In `phase_well_defined_iff`, the forward direction uses that $\omega$ is a primitive root to turn $\omega^{\binom d2}=1$ into divisibility; the reverse direction establishes the period and reduces both numbers modulo $d$.

`shift_pow` finds the entries of $X^a$ by induction. `phaseGate_unitary` uses $|\omega|=1$, and `phaseGate_pow_eq_one_iff` reads off the entry at $b=2$ to show that $S^k=1$ exactly when $d$ divides $k$.

In `phaseGate_conj_weyl`, the step `hs` is the displayed formula for $SX^a$, checked entry by entry. Where `i = j + a`, it replaces the representative of `i` by `j.val + a` using the well-definedness theorem; elsewhere both sides vanish. The step `hc` says that $S$ and $Z$ commute, and the `calc` block moves $S$ to the right until it meets $S^\dagger$. `phaseGate_clifford` then specialises the exponents.
